# The Hamiltonian of two tunnel-coupled Rashba surfaces with opposite couplings and potentials is Hermitian

The model is a single-particle slab with two surfaces, which carry opposite Rashba couplings `a` and `-a` and opposite potentials `u` and `-u`, and are joined by spin-conserving tunnelling `t`. At fixed in-plane momentum its Hamiltonian is a 4 × 4 complex matrix, written as 2 × 2 blocks in the surface index, each block acting on spin. The theorem `slab_isHermitian` states that this matrix equals its conjugate transpose for all real values of the couplings and momentum components. The proof compares the two matrices entry by entry, splitting into sixteen cases and giving each to `simp`.

As first written in Lean, the proof fails:

```lean
import Mathlib

open Matrix

namespace SlabIsHermitian

noncomputable section

/-- The Pauli matrix `σ_x`. -/
def pauliX : Matrix (Fin 2) (Fin 2) ℂ := !![0, 1; 1, 0]

/-- The Pauli matrix `σ_y`. -/
def pauliY : Matrix (Fin 2) (Fin 2) ℂ := !![0, -Complex.I; Complex.I, 0]

/-- The Rashba term `k_y σ_x - k_x σ_y` of a single surface. -/
def rashba (kx ky : ℝ) : Matrix (Fin 2) (Fin 2) ℂ :=
  (ky : ℂ) • pauliX - (kx : ℂ) • pauliY

/-- The slab Hamiltonian: two surfaces with opposite Rashba couplings `a` and `-a`,
opposite potentials `u` and `-u`, and spin-conserving tunnelling `t` between them. -/
def slab (a t u kx ky : ℝ) : Matrix (Fin 2 ⊕ Fin 2) (Fin 2 ⊕ Fin 2) ℂ :=
  fromBlocks ((a : ℂ) • rashba kx ky + (u : ℂ) • 1) ((t : ℂ) • 1)
    ((t : ℂ) • 1) (-((a : ℂ) • rashba kx ky) - (u : ℂ) • 1)

/-- The slab Hamiltonian is Hermitian. -/
theorem slab_isHermitian (a t u kx ky : ℝ) : (slab a t u kx ky).IsHermitian := by
  ext i j
  rcases i with i | i <;> rcases j with j | j <;> fin_cases i <;> fin_cases j <;>
    simp [slab, rashba, pauliX, pauliY, Matrix.conjTranspose_apply]

end

end SlabIsHermitian
```

The compiler's answer:

```
Main.lean:26:79: error: unsolved goals
case inl.inl.«1».«0»
a t u kx ky : ℝ
⊢ ↑ky + -(↑kx * Complex.I) = ↑ky - ↑kx * Complex.I ∨ a = 0

case inr.inr.«1».«0»
a t u kx ky : ℝ
⊢ ↑ky + -(↑kx * Complex.I) = ↑ky - ↑kx * Complex.I ∨ a = 0
```

What went wrong. The error reports two goals that `simp` left open, one from each surface's diagonal block, both at spin row 1, column 0. In each, one side comes from conjugating the opposite off-diagonal entry and contains `↑ky + -(↑kx * Complex.I)`, while the other comes from the entry itself and contains `↑ky - ↑kx * Complex.I`. These are equal, but `simp` did not bring the sum with a negative and the difference to the same form. It had also cancelled the common factor `a`, which turns the equation into a disjunction: either the remaining factors agree, or `a = 0`.

The repair adds `exact Or.inl (by ring)` after `simp`. `Or.inl` chooses the first alternative, which holds whatever the value of `a`, and `ring` proves the equality. Because the step is joined by `<;>`, it runs only on the goals `simp` leaves, so the cases already closed are unaffected.

The change, after which it compiles:

```diff
@@ -27,5 +27,6 @@
   ext i j
   rcases i with i | i <;> rcases j with j | j <;> fin_cases i <;> fin_cases j <;>
-    simp [slab, rashba, pauliX, pauliY, Matrix.conjTranspose_apply]
+    simp [slab, rashba, pauliX, pauliY, Matrix.conjTranspose_apply] <;>
+    exact Or.inl (by ring)
 
 end
```
